# The function exp(p(r)) is smooth at the nucleus exactly when the polynomial p is even

Take the function $e^{br}$, where $r$ is the distance from a nucleus and $b$ is a real number, and follow it along a straight line through the nucleus. With $t$ the signed position on the line, $r=|t|$, so the logarithm of the function is $bt$ on one side and $-bt$ on the other. The slopes at the nucleus are $b$ and $-b$. They agree only if $b=0$. A term $br^3$ does the same thing two derivatives later: the third derivatives on the two sides are $6b$ and $-6b$.

This matters for pseudopotentials. Inside a core radius $r_c$, the Kerker and Troullier-Martins constructions replace the s-wave radial orbital by $e^{p(r)}$ with $p$ a polynomial. Kerker's $p$ has a cubic term; that of Troullier and Martins has only even powers. For s-wave orbitals of this form, the parity of $p$ decides whether the orbital is smooth at the nucleus as a function of position in space.

## The orbital and its two exponents

```lean
import Mathlib

open Polynomial Filter Topology
open scoped ContDiff

namespace PseudoOrbitalSmoothness

noncomputable section

/-- The s-wave pseudo-orbital `exp (p(r))`, with `r = ‖x‖` the distance from the nucleus,
as a function of the position `x`. -/
def pseudoOrbital {E : Type*} [NormedAddCommGroup E] (p : ℝ[X]) (x : E) : ℝ :=
  Real.exp (p.eval ‖x‖)
```

A real polynomial `p : ℝ[X]` and a position `x` give the number $e^{p(\|x\|)}$. Here `p.eval ‖x‖` is the value of $p$ at the distance $r=\|x\|$. The space `E` is left general for now. The constant angular factor $1/\sqrt{4\pi}$ of an s-wave is omitted, and normalisation is not imposed. Multiplying the orbital by a positive constant only shifts the constant term of $p$, which has no effect on smoothness.

```lean
/-- The Kerker exponent `a r^4 + b r^3 + c r^2 + d`. -/
def kerkerExponent (a b c d : ℝ) : ℝ[X] :=
  C a * X ^ 4 + C b * X ^ 3 + C c * X ^ 2 + C d
```

In Lean, `X` is the polynomial variable, not a position, and `C a` is the constant polynomial $a$. The exponent is $p(r)=ar^4+br^3+cr^2+d$, with Latin letters where Greek ones are common.

```lean
/-- The Troullier-Martins exponent `c₀ + c₁ r^2 + c₂ r^4 + ... + c₆ r^12`. -/
def troullierMartinsExponent (c : Fin 7 → ℝ) : ℝ[X] :=
  ∑ i : Fin 7, C (c i) * X ^ (2 * (i : ℕ))
```

The type `Fin 7 → ℝ` is a list of seven real numbers $c_0,\dots,c_6$, and $p(r)=\sum_{i=0}^{6}c_i r^{2i}$. The index counts powers of $r^2$, so this $c_i$ is often written $c_{2i}$ elsewhere.

```lean
/-- Ordinary three-dimensional Euclidean space, with the nucleus at the origin. -/
abbrev Space := EuclideanSpace ℝ (Fin 3)
```

`Space` is $\mathbb R^3$ with the Euclidean norm, and the nucleus sits at $0$.

## Two polynomials that meet at the origin

```lean
/-- If a function on the line is `n` times continuously differentiable at `0` and equals the
polynomial `a` to the right of `0` and `b` to the left, then `a` and `b` have the same
coefficient of degree `n`. -/
theorem coeff_eq_of_glued (n : ℕ) : ∀ (a b : ℝ[X]) (h : ℝ → ℝ), ContDiffAt ℝ n h 0 →
    (∀ t, 0 < t → h t = a.eval t) → (∀ t, t < 0 → h t = b.eval t) →
    a.coeff n = b.coeff n := by
  induction n with
  | zero =>
    intro a b h hh ha hb
    have hc : Tendsto h (𝓝 0) (𝓝 (h 0)) := hh.continuousAt
    -- both one-sided limits equal the value at the origin
    have h1 : h 0 = a.eval 0 := by
      have hl : Tendsto (fun t => a.eval t) (𝓝[>] (0 : ℝ)) (𝓝 (a.eval 0)) :=
        (a.continuous.tendsto 0).mono_left nhdsWithin_le_nhds
      refine tendsto_nhds_unique (hc.mono_left nhdsWithin_le_nhds) (hl.congr' ?_)
      filter_upwards [self_mem_nhdsWithin] with t ht
      exact (ha t ht).symm
    have h2 : h 0 = b.eval 0 := by
      have hl : Tendsto (fun t => b.eval t) (𝓝[<] (0 : ℝ)) (𝓝 (b.eval 0)) :=
        (b.continuous.tendsto 0).mono_left nhdsWithin_le_nhds
      refine tendsto_nhds_unique (hc.mono_left nhdsWithin_le_nhds) (hl.congr' ?_)
      filter_upwards [self_mem_nhdsWithin] with t ht
      exact (hb t ht).symm
    rw [coeff_zero_eq_eval_zero, coeff_zero_eq_eval_zero, ← h1, ← h2]
  | succ n ih =>
    intro a b h hh ha hb
    have hd : ContDiffAt ℝ n (deriv h) 0 := by
      have h1 : ContDiffAt ℝ n (fderiv ℝ h) 0 :=
        hh.fderiv_right (by push_cast; exact le_rfl)
      have h2 : ContDiffAt ℝ n (fun t => fderiv ℝ h t 1) 0 :=
        h1.clm_apply contDiffAt_const
      exact h2
    -- the derivative is glued from the derivatives of the two branches
    have key := ih (derivative a) (derivative b) (deriv h) hd
      (fun t ht => by
        have he : h =ᶠ[𝓝 t] fun s => a.eval s := by
          filter_upwards [Ioi_mem_nhds ht] with s hs
          exact ha s hs
        exact he.deriv_eq.trans a.deriv)
      (fun t ht => by
        have he : h =ᶠ[𝓝 t] fun s => b.eval s := by
          filter_upwards [Iio_mem_nhds ht] with s hs
          exact hb s hs
        exact he.deriv_eq.trans b.deriv)
    rw [coeff_derivative, coeff_derivative] at key
    exact mul_right_cancel₀ (by positivity : ((n : ℝ) + 1) ≠ 0) key
```

`ContDiffAt ℝ n h 0` says that $h$ is $n$ times continuously differentiable, or $C^n$, near $0$. Suppose also that $h(t)=a(t)$ for $t>0$ and $h(t)=b(t)$ for $t<0$, where $a$ and $b$ are now polynomials. Then their coefficients of degree $n$ agree, $a_n=b_n$.

The argument is an induction on $n$.

- For $n=0$, $h$ is continuous. Its limit from the right is $a(0)$, its limit from the left is $b(0)$, and both equal $h(0)$. Hence $a_0=b_0$. In Lean these are `h1` and `h2`, obtained from the uniqueness of limits.
- For the step, let $h$ be $C^{n+1}$ at $0$. Then $h'$ is $C^n$ there, which is `hd`. Around any $t>0$ the functions $h$ and $a$ coincide, so $h'(t)=a'(t)$; likewise $h'(t)=b'(t)$ for $t<0$. The case $n$, applied to $h'$, $a'$ and $b'$, gives
$$(n+1)\,a_{n+1}=(n+1)\,b_{n+1},$$
and dividing by $n+1$ finishes the step.

The statement begins with `∀ (a b : ℝ[X]) (h : ℝ → ℝ)` so that the induction hypothesis `ih` can be used for the derivatives and not only for the original functions.

## Odd powers are excluded one at a time

```lean
variable {E : Type*} [NormedAddCommGroup E] [InnerProductSpace ℝ E]

/-- If the pseudo-orbital `exp (p(r))` is `k` times continuously differentiable at the nucleus
and `k` is odd, then `p` has no term in `r^k`. The space may have any nonzero dimension. -/
theorem odd_coeff_eq_zero [Nontrivial E] {p : ℝ[X]} {k : ℕ} (hk : Odd k)
    (hf : ContDiffAt ℝ k (pseudoOrbital p : E → ℝ) 0) : p.coeff k = 0 := by
  obtain ⟨v, hv⟩ : ∃ v : E, ‖v‖ = 1 := by
    obtain ⟨w, hw⟩ := exists_ne (0 : E)
    exact ⟨‖w‖⁻¹ • w, by
      rw [norm_smul, norm_inv, norm_norm, inv_mul_cancel₀ (norm_ne_zero_iff.mpr hw)]⟩
  -- restrict to a line through the nucleus and take the logarithm
  have hl : ContDiffAt ℝ k (fun t : ℝ => t • v) 0 := by fun_prop
  have h0 : ContDiffAt ℝ k (pseudoOrbital p : E → ℝ) ((0 : ℝ) • v) := by
    rw [zero_smul]; exact hf
  have hline : ContDiffAt ℝ k (fun t : ℝ => pseudoOrbital p (t • v)) 0 :=
    ContDiffAt.comp (f := fun t : ℝ => t • v) (0 : ℝ) h0 hl
  have hlog : ContDiffAt ℝ k (fun t : ℝ => Real.log (pseudoOrbital p (t • v))) 0 :=
    hline.log (Real.exp_pos _).ne'
  -- the two branches are `p(t)` and `p(-t)`
  have key := coeff_eq_of_glued k p (p.comp (C (-1) * X)) _ hlog
    (fun t ht => by
      simp only [pseudoOrbital, Real.log_exp, norm_smul, hv, mul_one, Real.norm_eq_abs,
        abs_of_pos ht])
    (fun t ht => by
      simp only [pseudoOrbital, Real.log_exp, norm_smul, hv, mul_one, Real.norm_eq_abs,
        abs_of_neg ht, eval_comp, eval_mul, eval_C, eval_X, neg_one_mul])
  rw [comp_C_mul_X_coeff, hk.neg_one_pow] at key
  linarith
```

From here on `E` is a real inner product space. `Nontrivial E` says that it contains a nonzero vector; in a space consisting of the nucleus alone, every function would be smooth. The theorem says that if the orbital is $C^k$ at the nucleus and $k$ is odd, then the coefficient $p_k$ of $r^k$ is zero.

Choose a unit vector $v$ and set
$$h(t)=\ln e^{p(\|tv\|)}=p(|t|).$$
The map $t\mapsto tv$ is smooth, and the logarithm is smooth at positive values, so $h$ is $C^k$ at $0$. These are the steps `hline` and `hlog`. For $t>0$ we have $h(t)=p(t)$, and for $t<0$ we have $h(t)=p(-t)$, written `p.comp (C (-1) * X)`. The coefficient of $t^k$ in $p(-t)$ is $(-1)^kp_k=-p_k$. The previous theorem, used in `key`, gives $p_k=-p_k$, and `linarith` concludes that $p_k=0$.

## Even powers are harmless

```lean
/-- If every odd-degree coefficient of `p` vanishes, the pseudo-orbital `exp (p(r))` is
continuously differentiable to every order on the whole space. -/
theorem contDiff_of_even {p : ℝ[X]} (hp : ∀ k, Odd k → p.coeff k = 0) (n : WithTop ℕ∞) :
    ContDiff ℝ n (pseudoOrbital p : E → ℝ) := by
  have he : (pseudoOrbital p : E → ℝ) = fun x =>
      Real.exp (∑ i ∈ Finset.range (p.natDegree + 1), p.coeff i * ‖x‖ ^ i) := by
    funext x
    rw [pseudoOrbital, eval_eq_sum_range]
  rw [he]
  refine ContDiff.exp (ContDiff.sum fun i _ => ?_)
  rcases Nat.even_or_odd' i with ⟨m, rfl | rfl⟩
  · -- an even power of the distance is a power of the smooth function `‖x‖^2`
    simp only [pow_mul]
    exact contDiff_const.mul ((contDiff_norm_sq ℝ).pow m)
  · simp only [hp _ ⟨m, rfl⟩, zero_mul]
    exact contDiff_const
```

The hypothesis `hp` says that every odd coefficient of $p$ vanishes. What remains is
$$e^{p(\|x\|)}=\exp\Big(\sum_m p_{2m}\,(\|x\|^2)^m\Big).$$
In three dimensions $\|x\|^2=x_1^2+x_2^2+x_3^2$ is a polynomial in the coordinates, although $\|x\|$ itself has a kink at the origin. Powers, sums and the exponential preserve smoothness. The proof expands $p$ into its terms and splits them by parity: an even term is a power of $\|x\|^2$, and an odd one is zero.

The order `n` may be a natural number, `∞` for infinitely differentiable, or the top value, which in Mathlib means real analytic.

```lean
/-- The pseudo-orbital `exp (p(r))` is infinitely differentiable on the whole space, of any
nonzero dimension, if and only if every odd-degree coefficient of `p` vanishes. -/
theorem smooth_iff_odd_coeff_eq_zero [Nontrivial E] (p : ℝ[X]) :
    ContDiff ℝ ∞ (pseudoOrbital p : E → ℝ) ↔ ∀ k, Odd k → p.coeff k = 0 :=
  ⟨fun h k hk => odd_coeff_eq_zero hk (contDiff_infty.mp h k).contDiffAt,
    fun hp => contDiff_of_even hp ∞⟩
```

The two directions combine into an equivalence. An infinitely differentiable orbital is $C^k$ for each odd $k$, so each odd coefficient vanishes. The converse is the preceding theorem at order `∞`.

## Kerker, Troullier-Martins and Slater functions

```lean
/-- A Kerker s-wave pseudo-orbital with nonzero cubic coefficient is not three times
continuously differentiable at the nucleus. -/
theorem kerker_not_contDiffAt (a c d : ℝ) {b : ℝ} (hb : b ≠ 0) :
    ¬ ContDiffAt ℝ 3 (pseudoOrbital (kerkerExponent a b c d) : Space → ℝ) 0 := by
  intro h
  have h3 := odd_coeff_eq_zero (k := 3) (by decide) (by exact_mod_cast h)
  apply hb
  simpa [kerkerExponent, coeff_X_pow, coeff_C] using h3
```

The symbol `¬` means "not". The coefficient of $r^3$ in the Kerker exponent is $b$. If the orbital were $C^3$ at the nucleus, the case $k=3$ would give $b=0$, against the hypothesis `hb`. The values of $a$, $c$ and $d$ play no part.

```lean
/-- A Troullier-Martins s-wave pseudo-orbital is infinitely differentiable on all of space,
the nucleus included. -/
theorem troullierMartins_smooth (c : Fin 7 → ℝ) :
    ContDiff ℝ ∞ (pseudoOrbital (troullierMartinsExponent c) : Space → ℝ) := by
  refine contDiff_of_even (fun k hk => ?_) ∞
  obtain ⟨m, rfl⟩ := hk
  rw [troullierMartinsExponent, Polynomial.finsetSum_coeff]
  refine Finset.sum_eq_zero fun i _ => ?_
  rw [coeff_C_mul, coeff_X_pow, if_neg (by omega), mul_zero]
```

An odd number $2m+1$ never equals $2i$, so every odd coefficient of the Troullier-Martins exponent is zero and the orbital is smooth. This holds for any seven coefficients, whether or not they satisfy the matching conditions.

In the theorem the formula $e^{p(r)}$ fills all of space, whereas a real pseudo-orbital follows it only up to $r_c$ and continues as the all-electron orbital. Behaviour at the nucleus depends only on a neighbourhood of it, so both conclusions carry over there. Smoothness across $r=r_c$ does not follow: it depends on how many derivatives are matched.

```lean
/-- The Slater function `exp (-ζ r)` with `ζ ≠ 0` is not continuously differentiable at the
nucleus. -/
theorem slater_not_contDiffAt {ζ : ℝ} (hζ : ζ ≠ 0) :
    ¬ ContDiffAt ℝ 1 (fun x : Space => Real.exp (-ζ * ‖x‖)) 0 := by
  intro h
  have he : (fun x : Space => Real.exp (-ζ * ‖x‖)) = pseudoOrbital (C (-ζ) * X) := by
    funext x
    simp only [pseudoOrbital, eval_mul, eval_C, eval_X]
  rw [he] at h
  have h1 := odd_coeff_eq_zero (k := 1) (by decide) (by exact_mod_cast h)
  rw [coeff_C_mul, coeff_X_one, mul_one] at h1
  exact hζ (neg_eq_zero.mp h1)

end

end PseudoOrbitalSmoothness
```

The Slater function is the opening example with $b=-\zeta$; for $\zeta>0$ the normalised 1s function has the extra factor $\sqrt{\zeta^3/\pi}$. Its exponent has linear coefficient $-\zeta$, so the case $k=1$ rules out a continuous first derivative at the nucleus. For a hydrogen-like atom this is the cusp produced by the Coulomb singularity of a point nucleus.

## The orbital as a function of the radius alone

The orbital could also have been modelled as a function of $r$ on the half-line $r\ge 0$, with one-sided derivatives at $0$. Then $e^{p(r)}$ would be infinitely differentiable for every polynomial $p$, and smoothness would not distinguish the Kerker and Troullier-Martins forms. It does distinguish them when the radius is read as $\|x\|$ and the cubic coefficient is nonzero.

## The cubic term in the screened potential

In Kerker's construction the coefficients of $p$ are first fixed by norm conservation and by matching at $r_c$; Troullier and Martins add the condition that the screened potential has zero curvature at the nucleus. The radial Schrödinger equation is then inverted. For an s-wave with energy $\varepsilon$, in Hartree atomic units, the screened potential inside $r_c$ is
$$V(r)=\varepsilon+\frac{p'(r)}{r}+\frac{p''(r)+p'(r)^2}{2}.$$
Inserting the Kerker exponent gives
$$V(r)=\varepsilon+3c+6br+O(r^2).$$
This expansion is ordinary calculus added to the checked theorems. It shows where the cubic coefficient ends up: for $b\neq0$ the potential has a kink of slope $6b$ at the nucleus. With the Troullier-Martins exponent, $V$ contains only even powers of $r$ inside $r_c$, and there is no such kink.

```lean
#print axioms PseudoOrbitalSmoothness.smooth_iff_odd_coeff_eq_zero
#print axioms PseudoOrbitalSmoothness.kerker_not_contDiffAt
#print axioms PseudoOrbitalSmoothness.troullierMartins_smooth
#print axioms PseudoOrbitalSmoothness.slater_not_contDiffAt
```

```
'PseudoOrbitalSmoothness.smooth_iff_odd_coeff_eq_zero' depends on axioms: [propext, Classical.choice, Quot.sound]
'PseudoOrbitalSmoothness.kerker_not_contDiffAt' depends on axioms: [propext, Classical.choice, Quot.sound]
'PseudoOrbitalSmoothness.troullierMartins_smooth' depends on axioms: [propext, Classical.choice, Quot.sound]
'PseudoOrbitalSmoothness.slater_not_contDiffAt' depends on axioms: [propext, Classical.choice, Quot.sound]
```
